# A finite mixture of unitary evolutions cannot raise the purity of a density matrix

## Could a well-chosen set of random pulses purify a spin?

A spin sits in a field that changes from run to run. Within one run its density matrix $\rho$ evolves by some unitary $U_k$, which occurs with probability $p_k$. Averaged over many runs, I see
$$\sigma=\sum_k p_k\,U_k\rho U_k^\dagger .$$

Each run leaves the purity $\operatorname{Tr}\rho^2$ alone, and I expect the averaging to lower it. But $\operatorname{Tr}\sigma^2$ contains cross terms between different runs, and I don't see what stops them from pushing it up for a clever choice of $U_k$. Relaxation to the ground state does turn a mixed spin into a pure one, so purity can rise under some channels. What rules it out here, and when is nothing lost at all?

## The lost purity measures how far the branches differ

The cross terms can't win, because the loss is a weighted sum of squares. Write $\rho_k=U_k\rho U_k^\dagger$ for the branches, with $p_k\ge 0$ and $\sum_k p_k=1$.

Since $U_k^\dagger U_k=1$, the cyclic property gives $\operatorname{Tr}\rho_k=\operatorname{Tr}\rho$, and hence $\operatorname{Tr}\sigma=\sum_k p_k\operatorname{Tr}\rho=\operatorname{Tr}\rho$. Similarly $\rho_k^2=U_k\rho^2U_k^\dagger$, so $\operatorname{Tr}\rho_k^2=\operatorname{Tr}\rho^2$.

Now expand the square of the average and the square of a difference:
$$\operatorname{Tr}\sigma^2=\sum_{j,k}p_jp_k\operatorname{Tr}(\rho_j\rho_k),\qquad
\operatorname{Tr}(\rho_j-\rho_k)^2=2\operatorname{Tr}\rho^2-2\operatorname{Tr}(\rho_j\rho_k).$$
Multiply the second identity by $\tfrac12 p_jp_k$ and sum. Because $\sum_{j,k}p_jp_k=1$,
$$\operatorname{Tr}\rho^2-\operatorname{Tr}\sigma^2=\tfrac12\sum_{j,k}p_jp_k\operatorname{Tr}(\rho_j-\rho_k)^2 .$$

Each difference is Hermitian. For a Hermitian matrix $A$ with entries $A_{ij}$,
$$\operatorname{Tr}A^2=\sum_{i,j}A_{ij}A_{ji}=\sum_{i,j}|A_{ij}|^2\ge 0,$$
with zero only for $A=0$. The loss is therefore nonnegative. It vanishes exactly when $\rho_j=\rho_k$ for every pair of branches with nonzero weights.

Relaxation to the ground state escapes this argument because it can't be written as a mixture of unitaries. Take complete reset of a qubit, with $K_0=|0\rangle\langle0|$ and $K_1=|0\rangle\langle1|$. Then $K_0^\dagger K_0+K_1^\dagger K_1=|0\rangle\langle0|+|1\rangle\langle1|=I$, so this is a legitimate channel. Each operator sends $I/2$ to $\tfrac12|0\rangle\langle0|$, and the sum is $|0\rangle\langle0|$. The purity rises from $\tfrac12$ to $1$. A mixture of unitaries, by contrast, leaves $I/2$ where it is.

Here is the argument in Lean 4 with Mathlib, including the reset example.

```lean
import Mathlib

open Matrix

namespace MixedUnitaryPurity

noncomputable section

variable {n ι : Type*} [Fintype n] [Fintype ι]

/-- The purity of a matrix `A`, taken as the real part of `Tr(A²)`. -/
def purity (A : Matrix n n ℂ) : ℝ := (trace (A * A)).re

/-- The action `K ρ K†` of a single operator `K` on `ρ`. -/
def conjBy (K ρ : Matrix n n ℂ) : Matrix n n ℂ := K * ρ * Kᴴ

/-- The map `ρ ↦ ∑ₖ pₖ Uₖ ρ Uₖ†`, in which `Uₖ` is applied with weight `pₖ`. -/
def mixedUnitary (p : ι → ℝ) (U : ι → Matrix n n ℂ) (ρ : Matrix n n ℂ) :
    Matrix n n ℂ :=
  ∑ k, (p k : ℂ) • conjBy (U k) ρ

/-- For a Hermitian matrix, `Tr(A²)` is real and equals the sum of the squared moduli
of all entries. -/
theorem trace_sq_of_hermitian {A : Matrix n n ℂ} (hA : A.IsHermitian) :
    trace (A * A) = ((∑ i, ∑ j, Complex.normSq (A i j) : ℝ) : ℂ) := by
  simp only [Matrix.trace, Matrix.diag_apply, Matrix.mul_apply, Complex.ofReal_sum]
  refine Finset.sum_congr rfl fun i _ => Finset.sum_congr rfl fun j _ => ?_
  rw [← hA.apply j i]
  exact Complex.mul_conj _

/-- The purity of a Hermitian matrix is nonnegative, and it vanishes only for the
zero matrix. -/
theorem purity_definite {A : Matrix n n ℂ} (hA : A.IsHermitian) :
    0 ≤ purity A ∧ (purity A = 0 → A = 0) := by
  have hs : purity A = ∑ i, ∑ j, Complex.normSq (A i j) := by
    rw [purity, trace_sq_of_hermitian hA, Complex.ofReal_re]
  rw [hs]
  refine ⟨Finset.sum_nonneg fun i _ => Finset.sum_nonneg fun j _ =>
    Complex.normSq_nonneg _, fun h => ?_⟩
  ext i j
  have h1 : ∑ j, Complex.normSq (A i j) = 0 :=
    (Finset.sum_eq_zero_iff_of_nonneg (by
      intro i _
      exact Finset.sum_nonneg fun j _ => Complex.normSq_nonneg _)).mp h i
      (Finset.mem_univ i)
  have h2 : Complex.normSq (A i j) = 0 :=
    (Finset.sum_eq_zero_iff_of_nonneg (by
      intro j _
      exact Complex.normSq_nonneg _)).mp h1 j (Finset.mem_univ j)
  exact Complex.normSq_eq_zero.mp h2

/-- For Hermitian `ρ` and any operators `K` and `L`, the difference `K ρ K† - L ρ L†` is
Hermitian. -/
theorem branch_sub_hermitian {ρ : Matrix n n ℂ} (hρ : ρ.IsHermitian)
    (K L : Matrix n n ℂ) : (conjBy K ρ - conjBy L ρ).IsHermitian := by
  simp only [Matrix.IsHermitian, conjBy, Matrix.conjTranspose_sub,
    Matrix.conjTranspose_mul, Matrix.conjTranspose_conjTranspose, hρ.eq, Matrix.mul_assoc]

variable [DecidableEq n]

/-- A unitary evolution `ρ ↦ U ρ U†` preserves both the trace and the purity. -/
theorem unitary_preserves {U : Matrix n n ℂ} (hU : U ∈ unitaryGroup n ℂ)
    (ρ : Matrix n n ℂ) :
    trace (conjBy U ρ) = trace ρ ∧ purity (conjBy U ρ) = purity ρ := by
  have h : Uᴴ * U = 1 := Matrix.mem_unitaryGroup_iff'.mp hU
  have ht : ∀ A : Matrix n n ℂ, trace (conjBy U A) = trace A := by
    intro A
    rw [conjBy, Matrix.trace_mul_comm, ← Matrix.mul_assoc, h, Matrix.one_mul]
  -- the inner factor U† U cancels in the square
  have hsq : conjBy U ρ * conjBy U ρ = conjBy U (ρ * ρ) := by
    calc U * ρ * Uᴴ * (U * ρ * Uᴴ) = U * ρ * (Uᴴ * U) * ρ * Uᴴ := by
          simp only [Matrix.mul_assoc]
      _ = U * (ρ * ρ) * Uᴴ := by
          rw [h, Matrix.mul_one]
          simp only [Matrix.mul_assoc]
  exact ⟨ht ρ, by rw [purity, hsq, ht, purity]⟩

/-- Exact purity loss: for unitaries `Uₖ` and weights of sum one, the purity drops by half
the weighted sum of the purities of all differences `Uⱼ ρ Uⱼ† - Uₖ ρ Uₖ†`. -/
theorem purity_loss {p : ι → ℝ} {U : ι → Matrix n n ℂ} (hp : ∑ k, p k = 1)
    (hU : ∀ k, U k ∈ unitaryGroup n ℂ) (ρ : Matrix n n ℂ) :
    purity ρ - purity (mixedUnitary p U ρ) =
      1 / 2 * ∑ j, ∑ k, p j * p k * purity (conjBy (U j) ρ - conjBy (U k) ρ) := by
  -- the purity of the output as a double sum of overlaps
  have hs : purity (mixedUnitary p U ρ) =
      ∑ j, ∑ k, p j * p k * (trace (conjBy (U j) ρ * conjBy (U k) ρ)).re := by
    simp only [purity, mixedUnitary]
    rw [Finset.sum_mul_sum]
    simp only [Matrix.smul_mul, Matrix.mul_smul, Matrix.trace_sum, Matrix.trace_smul,
      smul_eq_mul, Complex.re_sum, Complex.re_ofReal_mul]
    refine Finset.sum_congr rfl fun j _ => Finset.sum_congr rfl fun k _ => ?_
    ring
  -- the same overlaps appear in the purity of a difference
  have hd : ∀ A B : Matrix n n ℂ,
      purity (A - B) = purity A + purity B - 2 * (trace (A * B)).re := by
    intro A B
    have h : trace ((A - B) * (A - B)) =
        trace (A * A) + trace (B * B) - (trace (A * B) + trace (A * B)) := by
      rw [Matrix.sub_mul, Matrix.mul_sub, Matrix.mul_sub, Matrix.trace_sub,
        Matrix.trace_sub, Matrix.trace_sub, Matrix.trace_mul_comm B A]
      ring
    simp only [purity, h, Complex.sub_re, Complex.add_re]
    ring
  have hpp : ∑ j, ∑ k, p j * p k = 1 := by
    rw [← Finset.sum_mul_sum, hp, mul_one]
  have hu := fun k => (unitary_preserves (hU k) ρ).2
  rw [hs]
  simp only [hd, hu]
  calc purity ρ - ∑ j, ∑ k, p j * p k * (trace (conjBy (U j) ρ * conjBy (U k) ρ)).re
      = purity ρ * (∑ j, ∑ k, p j * p k) -
          ∑ j, ∑ k, p j * p k * (trace (conjBy (U j) ρ * conjBy (U k) ρ)).re := by
        rw [hpp, mul_one]
    _ = _ := by
        simp only [Finset.mul_sum, ← Finset.sum_sub_distrib]
        refine Finset.sum_congr rfl fun j _ => Finset.sum_congr rfl fun k _ => ?_
        ring


/-- A mixed-unitary channel, with probability weights `pₖ` and unitaries `Uₖ`, preserves the
trace of a Hermitian `ρ` and cannot raise its purity. -/
theorem mixedUnitary_purity_le {p : ι → ℝ} {U : ι → Matrix n n ℂ} {ρ : Matrix n n ℂ}
    (hp0 : ∀ k, 0 ≤ p k) (hp : ∑ k, p k = 1) (hU : ∀ k, U k ∈ unitaryGroup n ℂ)
    (hρ : ρ.IsHermitian) :
    trace (mixedUnitary p U ρ) = trace ρ ∧ purity (mixedUnitary p U ρ) ≤ purity ρ := by
  constructor
  · have ht := fun k => (unitary_preserves (hU k) ρ).1
    simp only [mixedUnitary, Matrix.trace_sum, Matrix.trace_smul, smul_eq_mul, ht]
    rw [← Finset.sum_mul, ← Complex.ofReal_sum, hp, Complex.ofReal_one, one_mul]
  · have hl := purity_loss hp hU ρ
    have hn : 0 ≤ ∑ j, ∑ k, p j * p k * purity (conjBy (U j) ρ - conjBy (U k) ρ) :=
      Finset.sum_nonneg fun j _ => Finset.sum_nonneg fun k _ =>
        mul_nonneg (mul_nonneg (hp0 j) (hp0 k))
          (purity_definite (branch_sub_hermitian hρ _ _)).1
    linarith

/-- For probability weights, unitaries and Hermitian `ρ`, the purity is unchanged if and only
if all branches `Uₖ ρ Uₖ†` of nonzero weight coincide. -/
theorem purity_eq_iff {p : ι → ℝ} {U : ι → Matrix n n ℂ} {ρ : Matrix n n ℂ}
    (hp0 : ∀ k, 0 ≤ p k) (hp : ∑ k, p k = 1) (hU : ∀ k, U k ∈ unitaryGroup n ℂ)
    (hρ : ρ.IsHermitian) :
    purity (mixedUnitary p U ρ) = purity ρ ↔
      ∀ j k, p j ≠ 0 → p k ≠ 0 → conjBy (U j) ρ = conjBy (U k) ρ := by
  have hl := purity_loss hp hU ρ
  have hn : ∀ j k, 0 ≤ p j * p k * purity (conjBy (U j) ρ - conjBy (U k) ρ) :=
    fun j k => mul_nonneg (mul_nonneg (hp0 j) (hp0 k))
      (purity_definite (branch_sub_hermitian hρ _ _)).1
  constructor
  · intro h j k hj hk
    -- a vanishing sum of nonnegative terms vanishes term by term
    have h0 : ∑ j, ∑ k, p j * p k * purity (conjBy (U j) ρ - conjBy (U k) ρ) = 0 := by
      linarith
    have h1 := (Finset.sum_eq_zero_iff_of_nonneg (by
      intro j _
      exact Finset.sum_nonneg fun k _ => hn j k)).mp h0 j (Finset.mem_univ j)
    have h2 := (Finset.sum_eq_zero_iff_of_nonneg (by
      intro k _
      exact hn j k)).mp h1 k (Finset.mem_univ k)
    have h3 := (mul_eq_zero.mp h2).resolve_left (mul_ne_zero hj hk)
    exact sub_eq_zero.mp ((purity_definite (branch_sub_hermitian hρ _ _)).2 h3)
  · intro h
    have h0 : ∑ j, ∑ k, p j * p k * purity (conjBy (U j) ρ - conjBy (U k) ρ) = 0 := by
      refine Finset.sum_eq_zero fun j _ => Finset.sum_eq_zero fun k _ => ?_
      by_cases hj : p j = 0
      · simp [hj]
      by_cases hk : p k = 0
      · simp [hk]
      · simp [h j k hj hk, purity]
    rw [h0] at hl
    linarith

/-- The qubit operators `|0⟩⟨0|` and `|0⟩⟨1|` satisfy the Kraus completeness relation, and
their channel takes `I/2`, of purity `1/2`, to `|0⟩⟨0|`, of purity `1`. -/
theorem reset_raises_purity :
    let K₀ : Matrix (Fin 2) (Fin 2) ℂ := !![1, 0; 0, 0]
    let K₁ : Matrix (Fin 2) (Fin 2) ℂ := !![0, 1; 0, 0]
    let ρ : Matrix (Fin 2) (Fin 2) ℂ := !![1 / 2, 0; 0, 1 / 2]
    K₀ᴴ * K₀ + K₁ᴴ * K₁ = 1 ∧ conjBy K₀ ρ + conjBy K₁ ρ = !![1, 0; 0, 0] ∧
      purity ρ = 1 / 2 ∧ purity (!![1, 0; 0, 0] : Matrix (Fin 2) (Fin 2) ℂ) = 1 := by
  intro K₀ K₁ ρ
  refine ⟨?_, ?_, ?_, ?_⟩
  · ext i j
    fin_cases i <;> fin_cases j <;>
      norm_num [K₀, K₁, Matrix.mul_apply, Fin.sum_univ_two]
  · ext i j
    fin_cases i <;> fin_cases j <;>
      norm_num [K₀, K₁, ρ, conjBy, Matrix.mul_apply, Matrix.vecMul, dotProduct,
        Matrix.conjTranspose_apply, Fin.sum_univ_two]
  · have h : trace (ρ * ρ) = ((1 / 2 : ℝ) : ℂ) := by
      norm_num [ρ, Matrix.trace_fin_two, Matrix.mul_apply, Fin.sum_univ_two]
    rw [purity, h, Complex.ofReal_re]
  · norm_num [purity, Matrix.trace_fin_two, Matrix.mul_apply, Fin.sum_univ_two]

end

end MixedUnitaryPurity
```

```lean
#print axioms MixedUnitaryPurity.mixedUnitary_purity_le
-- 'MixedUnitaryPurity.mixedUnitary_purity_le' depends on axioms: [propext, Classical.choice, Quot.sound]
#print axioms MixedUnitaryPurity.purity_eq_iff
-- 'MixedUnitaryPurity.purity_eq_iff' depends on axioms: [propext, Classical.choice, Quot.sound]
#print axioms MixedUnitaryPurity.reset_raises_purity
-- 'MixedUnitaryPurity.reset_raises_purity' depends on axioms: [propext, Classical.choice, Quot.sound]
```

**What the statements say.** The finite type `n` labels the basis states and the finite type `ι` labels the branches. `conjBy K ρ` is $K\rho K^\dagger$, with `ᴴ` for the adjoint, and `mixedUnitary p U ρ` is $\sigma$. The function `purity` is defined for every square matrix as the real part of $\operatorname{Tr}A^2$, which is wider than the textbook use for density matrices; for Hermitian $A$ the trace is already real, so nothing is discarded.

The main theorem, `mixedUnitary_purity_le`, assumes nonnegative weights (`hp0`) of sum one (`hp`), unitary $U_k$ (`hU`) and Hermitian $\rho$ (`hρ`). It concludes that the trace is preserved and that the purity does not increase. Positivity and unit trace of $\rho$ are not required, so density matrices are a special case. `purity_eq_iff` gives the condition for equality under the same hypotheses. The loss formula, `purity_loss`, needs only unitarity and weights of sum one.

The theorem applies to your spin when the same $\rho$ enters every run, whichever unitary is then applied, and the average is written as a finite mixture. Feedback that picks the unitary from a measurement outcome is not covered. A continuously distributed field is naturally written with an integral, which the Lean statement doesn't treat directly, but in finite dimension such an average can always be rewritten as a finite mixture (a fact not proved here). For a spin-1/2, for example, random rotations about a fixed axis average to a mixture of two rotations about that axis. Random Pauli errors on a finite register of qubits, a common noise model in circuit simulation, have the required form. In a density-matrix simulation that applies such errors independently of earlier ones, a purity that rises across an error step by more than rounding therefore signals a mistake.

**How the Lean proof is built.** `trace_sq_of_hermitian` writes the trace as a double sum and replaces $A_{ji}$ by the conjugate of $A_{ij}$. `purity_definite` draws the two consequences: the sum is nonnegative, and if it is zero then each row sum is zero, and then each entry. `branch_sub_hermitian` supplies the Hermiticity of $\rho_j-\rho_k$.

`unitary_preserves` contains the two cancellations of $U^\dagger U$, one under the trace (`ht`) and one inside the square (`hsq`). In `purity_loss`, the step `hs` expands $\operatorname{Tr}\sigma^2$, `hd` expands the purity of a difference, and `hpp` states that the products $p_jp_k$ sum to one. The closing `calc` multiplies the purity of $\rho$ by that sum, after which the two sides agree term by term through `ring`.

The inequality then follows by `linarith` from the loss formula and the nonnegativity of its terms. For equality, a zero sum of nonnegative terms forces each term to vanish; dividing out the nonzero weights leaves a difference of zero purity, which `purity_definite` turns into $\rho_j=\rho_k$. In the converse direction every term is zero, either because a weight vanishes or because the branches agree.

`reset_raises_purity` checks the completeness relation and the output state entry by entry, and computes the two purities directly.
